# Deleting nonnegative Fourier coefficients of exchange cannot lower the lowest level at a fixed density matrix

Take a ring of two sites and an interaction $w$ whose two Fourier coefficients are both 1, so that $w(0)=1$ and $w(1)=0$. With the one-particle density matrix $\gamma$ of one spin channel, the exchange matrix $K_{xy}=-w(x-y)\gamma_{xy}$ is then purely on-site. Now I delete the coefficient at $q=1$, and the interaction becomes $w'(0)=w'(1)=\tfrac12$. The on-site exchange is halved, which should push levels up. But a new element $-\tfrac12\gamma_{01}$ appears between the sites, and that could pull a bonding state down. Which effect wins? And if I reduce the exchange cutoff in a larger plane-wave calculation, can I know the sign and the size of the shift of the lowest level?

## The two-site ring: a flipped sign

The lowest level cannot go down, provided that $\gamma$ is held fixed and positive semidefinite and the deleted coefficients are nonnegative. In your example the change is

$$K'-K=\frac12\begin{pmatrix}\gamma_{00}&-\gamma_{01}\\-\gamma_{10}&\gamma_{11}\end{pmatrix}.$$

This is $\gamma/2$ with the sign of the amplitude on site 1 reversed, so it is positive semidefinite. There is also a ceiling: $\mathrm{diag}(\gamma_{00},\gamma_{11})-(K'-K)=\gamma/2$ is positive semidefinite too.

For one electron in the bonding orbital, all entries of $\gamma$ are $\tfrac12$. The two effects then cancel exactly in the bonding state, while the expectation value in the antibonding state rises by $\tfrac12$, the most that the ceiling allows.

## Any ring and any set of deleted plane waves

On $M$ sites, let the interaction have real Fourier coefficients $v_q$:

$$w(r)=\frac1M\sum_q v_q\,e^{2\pi i qr/M}.$$

Write $K[v]$ for the exchange matrix and $D_q$ for the diagonal matrix with entries $e^{2\pi i qx/M}$. Since $(D_q\gamma D_q^\dagger)_{xy}=e^{2\pi i q(x-y)/M}\gamma_{xy}$,

$$-K[v]=\sum_q\frac{v_q}{M}\,D_q\gamma D_q^\dagger .$$

Each $D_q\gamma D_q^\dagger$ is positive semidefinite, because $\langle\psi|D_q\gamma D_q^\dagger|\psi\rangle=\langle D_q^\dagger\psi|\gamma|D_q^\dagger\psi\rangle\ge0$. Hence $-K[v]\ge0$ whenever all $v_q\ge0$.

If all coefficients equal a constant $c$, the plane waves sum to $M$ at $x=y$ and to zero elsewhere, so

$$K[c]=-c\,\mathrm{diag}(\gamma_{xx}).$$

Now set $v_q$ to zero on a set $S$, call the result $v'$, and write $K=K[v]$ and $K'=K[v']$. Suppose that $0\le v_q\le c$ on $S$, with $c\ge0$. The difference $v-v'$ equals $v_q$ on $S$ and zero elsewhere, so both $v-v'$ and $c-(v-v')$ are nonnegative. As $K[v]$ is linear in $v$,

$$K'-K=-K[v-v']\ge0,$$

$$c\,\mathrm{diag}(\gamma_{xx})-(K'-K)=-K[c-(v-v')]\ge0 .$$

If every site density satisfies $\gamma_{xx}\le\rho$, it follows for any normalised $\psi$ that

$$0\le\langle\psi|K'-K|\psi\rangle\le c\sum_x\gamma_{xx}|\psi_x|^2\le c\rho .$$

Let $H$ be the rest of the one-particle Hamiltonian, and let $E,u$ and $E',u'$ be the lowest levels and normalised ground states of $H+K$ and $H+K'$. Using each ground state as a trial state for the other problem gives

$$E\le\langle u'|H+K|u'\rangle=E'-\langle u'|K'-K|u'\rangle\le E',$$

$$E'\le\langle u|H+K'|u\rangle=E+\langle u|K'-K|u\rangle\le E+c\rho .$$

So the shift lies between $0$ and $c\rho$. Here $c$ stands for the strength of the strongest deleted Fourier component, and $\rho$ for the largest site occupation in the spin channel considered.

## What the Lean theorems say

Sites and wave numbers both live in `ZMod M` with $M\ge1$, which builds in the periodic boundary. The character `ZMod.stdAddChar` is $j\mapsto e^{2\pi i j/M}$. The factor $1/M$ sits in `interaction`, so the coefficients themselves are the unnormalised sums $v_q=\sum_s w(s)e^{-2\pi i qs/M}$. `exchange v γ` is $K$, and `exchange (delete S v) γ` is $K'$.

`exchange_cutoff_bounds` states the two matrix inequalities, each as `PosSemidef` of a difference. Only the deleted coefficients have to lie in $[0,c]$; the retained ones may have either sign. The separate assumption $c\ge0$ matters only when $S$ is empty.

`expectation_cutoff_bounds` gives the bound for an arbitrary vector, called `x` there although `x` elsewhere labels a site. The vector need not be normalised, so its squared norm appears on the right.

`lowest_level_cutoff_bounds` gives $E\le E'\le E+c\rho$. The predicate `IsLowestLevel` says that $E$ bounds all expectation values from below and belongs to a normalised eigenvector. That such levels exist is a hypothesis, which diagonalisation supplies for Hermitian $H$. The theorem concerns the lowest level only.

The set $S$ need not be closed under $q\to-q$ for any of these bounds. Closure serves another purpose: with even coefficients it keeps the truncated interaction real, as `interaction_delete_real` states.

For hybrid-functional calculations with a reduced exchange cutoff, and with the fraction of exact exchange included in $v_q$, this gives the sign and a ceiling for the shift of the lowest level, in a model with a finite one-dimensional ring and a frozen density matrix. Even within this model, a converged calculation also involves self-consistency: there $\gamma$, and with it $H$, responds to the cutoff, whereas both are the same before and after in the theorem.

```lean
import Mathlib

open Matrix
open scoped ComplexOrder ComplexConjugate

namespace ExchangeCutoff

noncomputable section

variable {M : ℕ} [NeZero M]

/-- The interaction on a ring of `M` sites with Fourier coefficients `v q`:
`w(r) = (1/M) ∑ q, v q exp(2πi q r / M)`. -/
def interaction (v : ZMod M → ℝ) (r : ZMod M) : ℂ :=
  (M : ℂ)⁻¹ * ∑ q, (v q : ℂ) * ZMod.stdAddChar (q * r)

/-- The exchange matrix `K x y = -w(x - y) γ x y` of a density matrix `γ`. -/
def exchange (v : ZMod M → ℝ) (γ : Matrix (ZMod M) (ZMod M) ℂ) :
    Matrix (ZMod M) (ZMod M) ℂ :=
  Matrix.of fun x y => -interaction v (x - y) * γ x y

/-- The cutoff: Fourier coefficients in the set `S` are set to zero. -/
def delete (S : Finset (ZMod M)) (v : ZMod M → ℝ) : ZMod M → ℝ :=
  fun q => if q ∈ S then 0 else v q

/-- `E` is the lowest level of `A`: it bounds all expectation values from below and
belongs to a normalised eigenvector. -/
def IsLowestLevel (A : Matrix (ZMod M) (ZMod M) ℂ) (E : ℝ) : Prop :=
  (∀ x, E * (star x ⬝ᵥ x).re ≤ (star x ⬝ᵥ A *ᵥ x).re) ∧
    ∃ u, star u ⬝ᵥ u = 1 ∧ A *ᵥ u = (E : ℂ) • u

/-- Plane waves on the ring sum to `M` at zero separation and to zero elsewhere. -/
theorem plane_wave_sum (r : ZMod M) :
    ∑ q : ZMod M, (ZMod.stdAddChar (q * r) : ℂ) = if r = 0 then (M : ℂ) else 0 := by
  have h := AddChar.sum_mulShift r (ZMod.isPrimitive_stdAddChar M)
  rw [h, ZMod.card]
  split_ifs <;> simp

/-- An interaction `w` whose discrete Fourier coefficients are the real numbers `v q`
is recovered from them. -/
theorem interaction_of_coeff (w : ZMod M → ℂ) (v : ZMod M → ℝ)
    (h : ∀ q, (v q : ℂ) = ∑ s, w s * ZMod.stdAddChar (-(q * s))) (r : ZMod M) :
    interaction v r = w r := by
  have hM : (M : ℂ) ≠ 0 := Nat.cast_ne_zero.mpr (NeZero.ne M)
  have hs : ∀ s, ∑ q : ZMod M, w s * ZMod.stdAddChar (-(q * s)) * ZMod.stdAddChar (q * r)
      = w s * if r = s then (M : ℂ) else 0 := by
    intro s
    have hp := plane_wave_sum (r - s)
    simp only [sub_eq_zero] at hp
    rw [← hp, Finset.mul_sum]
    refine Finset.sum_congr rfl fun q _ => ?_
    rw [mul_assoc, ← AddChar.map_add_eq_mul,
      show -(q * s) + q * r = q * (r - s) by ring]
  unfold interaction
  simp only [h, Finset.sum_mul]
  rw [Finset.sum_comm]
  simp only [hs, mul_ite, mul_zero, Finset.sum_ite_eq, Finset.mem_univ, if_true]
  field_simp

/-- If the coefficients are even in `q` and the deleted set is closed under `q → -q`,
the truncated interaction is real. -/
theorem interaction_delete_real (v : ZMod M → ℝ) (S : Finset (ZMod M))
    (hv : ∀ q, v (-q) = v q) (hS : ∀ q ∈ S, -q ∈ S) (r : ZMod M) :
    conj (interaction (delete S v) r) = interaction (delete S v) r := by
  unfold interaction
  rw [map_mul (starRingEnd ℂ), map_inv₀, map_natCast, map_sum]
  congr 1
  -- conjugation exchanges the plane waves `q` and `-q`
  refine Fintype.sum_equiv (Equiv.neg _) _ _ fun q => ?_
  have hq : -q ∈ S ↔ q ∈ S := ⟨fun h => by simpa using hS _ h, hS q⟩
  have hd : delete S v (-q) = delete S v q := by simp only [delete, hq, hv]
  rw [map_mul (starRingEnd ℂ), Complex.conj_ofReal, ← AddChar.map_neg_eq_conj,
    Equiv.neg_apply, hd, neg_mul]

lemma exchange_sub (v u : ZMod M → ℝ) (γ : Matrix (ZMod M) (ZMod M) ℂ) :
    exchange (v - u) γ = exchange v γ - exchange u γ := by
  ext x y
  simp only [exchange, interaction, Matrix.sub_apply, Matrix.of_apply, Pi.sub_apply,
    Complex.ofReal_sub, sub_mul, Finset.sum_sub_distrib]
  ring

/-- Equal Fourier coefficients `c` give the purely local exchange `-c γ x x`. -/
theorem exchange_const (c : ℝ) (γ : Matrix (ZMod M) (ZMod M) ℂ) :
    exchange (fun _ => c) γ = -diagonal (fun x => (c : ℂ) * γ x x) := by
  have hM : (M : ℂ) ≠ 0 := Nat.cast_ne_zero.mpr (NeZero.ne M)
  ext x y
  simp only [exchange, interaction, Matrix.of_apply, ← Finset.mul_sum, plane_wave_sum,
    Matrix.neg_apply]
  by_cases h : x = y
  · subst h
    rw [sub_self, if_pos rfl, diagonal_apply_eq]
    field_simp
  · rw [if_neg (sub_ne_zero.mpr h), diagonal_apply_ne _ h]
    simp

/-- For nonnegative Fourier coefficients and a positive semidefinite density matrix,
exchange is negative semidefinite. -/
theorem neg_exchange_posSemidef {v : ZMod M → ℝ} (hv : ∀ q, 0 ≤ v q)
    {γ : Matrix (ZMod M) (ZMod M) ℂ} (hγ : γ.PosSemidef) :
    (-exchange v γ).PosSemidef := by
  let D : ZMod M → Matrix (ZMod M) (ZMod M) ℂ :=
    fun q => diagonal fun x => ZMod.stdAddChar (q * x)
  -- each plane wave dresses the density matrix with phases
  have key : -exchange v γ = ∑ q, ((v q / M : ℝ) : ℂ) • (D q * γ * (D q)ᴴ) := by
    ext x y
    rw [Matrix.sum_apply]
    simp only [exchange, interaction, Matrix.neg_apply, Matrix.of_apply, neg_mul, neg_neg,
      Finset.mul_sum, Finset.sum_mul]
    refine Finset.sum_congr rfl fun q _ => ?_
    have h : (ZMod.stdAddChar (q * (x - y)) : ℂ)
        = ZMod.stdAddChar (q * x) * conj (ZMod.stdAddChar (q * y) : ℂ) := by
      rw [← AddChar.map_neg_eq_conj, ← AddChar.map_add_eq_mul,
        show q * x + -(q * y) = q * (x - y) by ring]
    simp only [D, Matrix.smul_apply, diagonal_conjTranspose, mul_diagonal, diagonal_mul,
      Pi.star_apply, smul_eq_mul, Complex.star_def, h]
    push_cast
    ring
  rw [key]
  refine Matrix.posSemidef_sum _ fun q _ => ?_
  exact (hγ.mul_mul_conjTranspose_same (D q)).smul
    (Complex.zero_le_real.mpr (div_nonneg (hv q) (Nat.cast_nonneg M)))

/-- Deleting Fourier coefficients that lie between `0` and `c`, with `c ≥ 0`, changes the
exchange matrix of a positive semidefinite `γ` by `K' - K` with
`0 ≤ K' - K ≤ c diag(γ x x)`. -/
theorem exchange_cutoff_bounds {γ : Matrix (ZMod M) (ZMod M) ℂ} (hγ : γ.PosSemidef)
    (v : ZMod M → ℝ) (S : Finset (ZMod M)) {c : ℝ} (hc : 0 ≤ c)
    (h0 : ∀ q ∈ S, 0 ≤ v q) (h1 : ∀ q ∈ S, v q ≤ c) :
    (exchange (delete S v) γ - exchange v γ).PosSemidef ∧
    (diagonal (fun x => (c : ℂ) * γ x x)
      - (exchange (delete S v) γ - exchange v γ)).PosSemidef := by
  constructor
  · rw [← neg_sub, ← exchange_sub]
    refine neg_exchange_posSemidef (fun q => ?_) hγ
    by_cases h : q ∈ S <;> simp [delete, h, h0]
  · -- the bound minus `K' - K` is minus the exchange of the coefficients `c - (v - v')`
    have e : diagonal (fun x => (c : ℂ) * γ x x)
        - (exchange (delete S v) γ - exchange v γ)
        = -exchange ((fun _ => c) - (v - delete S v)) γ := by
      rw [exchange_sub, exchange_sub, exchange_const]
      abel
    rw [e]
    refine neg_exchange_posSemidef (fun q => ?_) hγ
    by_cases h : q ∈ S <;> simp [delete, h, h1, hc]

/-- For a positive semidefinite `γ` with site densities at most `ρ`, deleting coefficients between
`0` and `c`, with `c ≥ 0`, raises the exchange expectation value in any vector `x` by at least `0`
and at most `c ρ` times the squared norm of `x`. -/
theorem expectation_cutoff_bounds {γ : Matrix (ZMod M) (ZMod M) ℂ} (hγ : γ.PosSemidef)
    (v : ZMod M → ℝ) (S : Finset (ZMod M)) {c ρ : ℝ} (hc : 0 ≤ c)
    (h0 : ∀ q ∈ S, 0 ≤ v q) (h1 : ∀ q ∈ S, v q ≤ c) (hρ : ∀ x, (γ x x).re ≤ ρ)
    (x : ZMod M → ℂ) :
    0 ≤ (star x ⬝ᵥ (exchange (delete S v) γ - exchange v γ) *ᵥ x).re ∧
    (star x ⬝ᵥ (exchange (delete S v) γ - exchange v γ) *ᵥ x).re
      ≤ c * ρ * (star x ⬝ᵥ x).re := by
  obtain ⟨hlo, hup⟩ := exchange_cutoff_bounds hγ v S hc h0 h1
  refine ⟨(Complex.le_def.mp (hlo.dotProduct_mulVec_nonneg x)).1, ?_⟩
  have p := (Complex.le_def.mp (hup.dotProduct_mulVec_nonneg x)).1
  rw [sub_mulVec, dotProduct_sub, Complex.sub_re, Complex.zero_re] at p
  -- the local bound is at most `c ρ` on every site
  have hd : (star x ⬝ᵥ diagonal (fun i => (c : ℂ) * γ i i) *ᵥ x).re
      ≤ c * ρ * (star x ⬝ᵥ x).re := by
    simp only [dotProduct, mulVec_diagonal, Pi.star_apply, Complex.re_sum, Finset.mul_sum]
    refine Finset.sum_le_sum fun i _ => ?_
    have t := mul_le_mul_of_nonneg_right (mul_le_mul_of_nonneg_left (hρ i) hc)
      (Complex.normSq_nonneg (x i))
    simp only [Complex.star_def, Complex.mul_re, Complex.mul_im, Complex.conj_re,
      Complex.conj_im, Complex.ofReal_re, Complex.ofReal_im, Complex.normSq_apply] at t ⊢
    linarith
  linarith

/-- At fixed `H` and positive semidefinite `γ` with site densities at most `ρ`, deleting
coefficients between `0` and `c`, with `c ≥ 0`, raises the lowest level of `H + K` by at
least `0` and at most `c ρ`. -/
theorem lowest_level_cutoff_bounds {H γ : Matrix (ZMod M) (ZMod M) ℂ} (hγ : γ.PosSemidef)
    (v : ZMod M → ℝ) (S : Finset (ZMod M)) {c ρ E E' : ℝ} (hc : 0 ≤ c)
    (h0 : ∀ q ∈ S, 0 ≤ v q) (h1 : ∀ q ∈ S, v q ≤ c) (hρ : ∀ x, (γ x x).re ≤ ρ)
    (hE : IsLowestLevel (H + exchange v γ) E)
    (hE' : IsLowestLevel (H + exchange (delete S v) γ) E') :
    E ≤ E' ∧ E' ≤ E + c * ρ := by
  obtain ⟨hl, u, hu, he⟩ := hE
  obtain ⟨hl', u', hu', he'⟩ := hE'
  constructor
  · -- the new ground state is a trial state for the old problem
    have b := (expectation_cutoff_bounds hγ v S hc h0 h1 hρ u').1
    have l := hl u'
    have r : (star u' ⬝ᵥ (H + exchange (delete S v) γ) *ᵥ u').re = E' := by
      rw [he', dotProduct_smul, hu']
      simp
    simp only [sub_mulVec, add_mulVec, dotProduct_sub, dotProduct_add, Complex.sub_re,
      Complex.add_re, hu', Complex.one_re, mul_one] at b l r
    linarith
  · -- and the old ground state is one for the new problem
    have b := (expectation_cutoff_bounds hγ v S hc h0 h1 hρ u).2
    have l := hl' u
    have r : (star u ⬝ᵥ (H + exchange v γ) *ᵥ u).re = E := by
      rw [he, dotProduct_smul, hu]
      simp
    simp only [sub_mulVec, add_mulVec, dotProduct_sub, dotProduct_add, Complex.sub_re,
      Complex.add_re, hu, Complex.one_re, mul_one] at b l r
    linarith

end

end ExchangeCutoff
```

```lean
#print axioms ExchangeCutoff.interaction_of_coeff
-- 'ExchangeCutoff.interaction_of_coeff' depends on axioms: [propext, Classical.choice, Quot.sound]
#print axioms ExchangeCutoff.interaction_delete_real
-- 'ExchangeCutoff.interaction_delete_real' depends on axioms: [propext, Classical.choice, Quot.sound]
#print axioms ExchangeCutoff.lowest_level_cutoff_bounds
-- 'ExchangeCutoff.lowest_level_cutoff_bounds' depends on axioms: [propext, Classical.choice, Quot.sound]
```

## From plane-wave phases to the level bound

`plane_wave_sum` is the orthogonality relation, taken from Mathlib's sum over a primitive character. `interaction_of_coeff` uses it to invert the discrete Fourier transform: it exchanges the two sums, and only the term $s=r$ survives. This shows that `interaction` recovers any $w$ with real Fourier coefficients. In `interaction_delete_real`, complex conjugation turns plane wave $q$ into $-q$, and reindexing the sum restores the original expression.

`exchange_sub` is the part of linearity that is needed, and `exchange_const` evaluates constant coefficients by treating $x=y$ and $x\ne y$ separately.

The central lemma is `neg_exchange_posSemidef`. Its equation `key` is the decomposition into $D_q\gamma D_q^\dagger$, checked entry by entry after the phase of $x-y$ is split into a phase at $x$ and a conjugate phase at $y$. Positivity then follows term by term.

`exchange_cutoff_bounds` applies that lemma twice, to the coefficients $v-v'$ and $c-(v-v')$. In both cases nonnegativity is checked separately for $q$ inside and outside $S$. `expectation_cutoff_bounds` evaluates the two matrix inequalities in a vector and replaces each site density by $\rho$ in the step `hd`. The last theorem inserts `u'` and then `u` as trial states, and `linarith` combines the inequalities as in the derivation above.

## Positive site densities are not enough

Positive semidefiniteness of $\gamma$ cannot be weakened to Hermiticity with positive site densities. On your two-site ring, take

$$\gamma=\begin{pmatrix}1&2\\2&1\end{pmatrix},$$

which has eigenvalues $3$ and $-1$, so one occupation is negative. With both coefficients equal to 1 and $q=1$ deleted,

$$K'-K=\frac12\begin{pmatrix}1&-2\\-2&1\end{pmatrix}$$

has eigenvalues $\tfrac32$ and $-\tfrac12$. With $c=\rho=1$ the allowed range is $[0,1]$, so both bounds on expectation values fail. In this case the inter-site element does win: for $H=0$ the lowest level drops from $-1$ to $-\tfrac32$.
